# For a periodic chain with uniform neighbour hopping t ≥ 0, the levels at k = 0 and k = π differ by at most 4t in total

An electron moves on a chain whose site energies repeat every q sites. Within a cell the sites are numbered 0, …, n, so q = n + 1, with real energies V_0, …, V_n. Every neighbouring pair is coupled by the same hopping t ≥ 0, and k is the Bloch phase gained across the whole cell. The Bloch Hamiltonian is

H(k) = diag(V) + t (S(k) + S(k)†),

where S(k) has entry 1 from each site to the next and exp(ik) on the bond from site n back to site 0. All of the phase sits on this closing bond. In Lean, S(k) is `hop n k` and H(k) is `cell V t k`. The hopping enters with a plus sign; for the common convention −t, apply the result to −H with site energies −V.

Let E_j and F_j be the eigenvalues of H(0) and H(π), each list in increasing order with multiplicity. Then

Σ_j |E_j − F_j| ≤ 4t

for all real site energies and every q ≥ 1. The uniform chain, written with a one-site cell, attains 4t.

## Where band and ring calculations meet the bound

In a band code applied to this chain model, the bound gives a check from two diagonalisations. A sum above 4t, allowing for rounding, signals an error; unsorted eigenvalues can cause one, and so can counting every bond twice, which gives 8t for the uniform chain. The check works in one direction only: a code that omits the Bloch phase returns zero and passes.

For q ≥ 3 the same matrices describe a finite ring of q sites with periodic (k = 0) and antiperiodic (k = π) boundary conditions. For non-interacting electrons on such a ring, changing the boundary condition moves the ordered levels by at most 4t in total, however long the ring is.

## Two end modes and a common upper matrix

Write |0⟩ and |n⟩ for the states on the first and last site. Only the closing bond changes between the two phases:

H(0) − H(π) = 2t (|n⟩⟨0| + |0⟩⟨n|).

Define two positive semidefinite matrices,

P = t (|n⟩ − |0⟩)(⟨n| − ⟨0|)
Q = t (|n⟩ + |0⟩)(⟨n| + ⟨0|).

Expanding the products gives Q − P = 2t (|n⟩⟨0| + |0⟩⟨n|), hence

H(0) + P = H(π) + Q = C.

For q ≥ 2 each trace is 2t; the normalised modes (|n⟩ ∓ |0⟩)/√2 have eigenvalue 2t. For q = 1 the two end sites coincide, so P = 0 and Q = 4t. In both cases tr P + tr Q = 4t.

Let c_j be the ordered eigenvalues of C. To see that E_j ≤ c_j, take orthonormal eigenvectors u_i of H(0) and w_i of C. Require a vector x to be orthogonal to u_i for i < j and to w_i for i > j. These are q − 1 linear conditions in q dimensions, so a nonzero x exists. Expanding in each eigenbasis,

⟨x|H(0)|x⟩ = Σ_i E_i |⟨u_i|x⟩|² ≥ E_j ⟨x|x⟩
⟨x|C|x⟩ = Σ_i c_i |⟨w_i|x⟩|² ≤ c_j ⟨x|x⟩.

Since P is positive semidefinite, ⟨x|H(0)|x⟩ ≤ ⟨x|C|x⟩. Dividing by ⟨x|x⟩ > 0 gives E_j ≤ c_j. The same argument with Q gives F_j ≤ c_j.

Both differences c_j − E_j and c_j − F_j are therefore nonnegative, and

|E_j − F_j| ≤ (c_j − E_j) + (c_j − F_j).

Summing over j and replacing sums of eigenvalues by traces,

Σ_j |E_j − F_j| ≤ 2 tr C − tr H(0) − tr H(π) = tr P + tr Q = 4t.

For the one-site cell, H(k) = V_0 + 2t cos k. The two levels are V_0 + 2t and V_0 − 2t, at distance 4t.

## The Lean file

```lean
import Mathlib

open Matrix
open scoped ComplexOrder

namespace PeriodicChainBandwidth

noncomputable section

/-- `E` lists the eigenvalues of `H` in increasing order with multiplicity: the columns of a
unitary matrix `U` are eigenvectors of `H` with eigenvalues `E j`. -/
def IsLevels {m : ℕ} (H : Matrix (Fin m) (Fin m) ℂ) (E : Fin m → ℝ) : Prop :=
  Monotone E ∧ ∃ U : Matrix (Fin m) (Fin m) ℂ,
    Uᴴ * U = 1 ∧ H * U = U * diagonal (fun j => (E j : ℂ))

/-- The cyclic shift on `n + 1` sites, with the Bloch phase `exp (ik)` on the closing bond. -/
def hop (n : ℕ) (k : ℝ) : Matrix (Fin (n + 1)) (Fin (n + 1)) ℂ :=
  of fun i j => if j = i + 1 then
    (if i = Fin.last n then Complex.exp (k * Complex.I) else 1) else 0

/-- The Bloch Hamiltonian of a cell with site energies `V` and neighbour hopping `t`. -/
def cell {n : ℕ} (V : Fin (n + 1) → ℝ) (t k : ℝ) : Matrix (Fin (n + 1)) (Fin (n + 1)) ℂ :=
  diagonal (fun j => (V j : ℂ)) + (t : ℂ) • (hop n k + (hop n k)ᴴ)

/-- The energy expectation value is the sum of the eigenvalues weighted by the squared
amplitudes in an orthonormal eigenbasis. -/
theorem energy_expansion {m : ℕ} {H U : Matrix (Fin m) (Fin m) ℂ} {E : Fin m → ℝ}
    (hU : Uᴴ * U = 1) (hH : H * U = U * diagonal (fun j => (E j : ℂ))) (x : Fin m → ℂ) :
    (star x ⬝ᵥ H *ᵥ x).re = ∑ j, E j * Complex.normSq ((Uᴴ *ᵥ x) j) := by
  have hU' : U * Uᴴ = 1 := mul_eq_one_comm.mp hU
  have h : H = U * (diagonal (fun j => (E j : ℂ)) * Uᴴ) := by
    rw [← Matrix.mul_assoc, ← hH, Matrix.mul_assoc, hU', Matrix.mul_one]
  have hx : star x ᵥ* U = star (Uᴴ *ᵥ x) := by
    rw [Matrix.star_mulVec, conjTranspose_conjTranspose]
  rw [h, ← Matrix.mulVec_mulVec, ← Matrix.mulVec_mulVec, Matrix.dotProduct_mulVec, hx,
    dotProduct, Complex.re_sum]
  refine Finset.sum_congr rfl fun j _ => ?_
  simp only [Matrix.mulVec_diagonal, Pi.star_apply, Complex.star_def]
  generalize (Uᴴ *ᵥ x) j = y
  simp only [Complex.mul_re, Complex.mul_im, Complex.conj_re, Complex.conj_im,
    Complex.ofReal_re, Complex.ofReal_im, Complex.normSq_apply]
  ring

/-- Every Hermitian matrix has an ordered list of levels. -/
theorem exists_levels {m : ℕ} {H : Matrix (Fin m) (Fin m) ℂ} (hH : H.IsHermitian) :
    ∃ E, IsLevels H E := by
  let σ := Tuple.sort hH.eigenvalues
  refine ⟨hH.eigenvalues ∘ σ, Tuple.monotone_sort _,
    of fun i j => (hH.eigenvectorBasis (σ j)).ofLp i, ?_, ?_⟩
  · ext i j
    have h := orthonormal_iff_ite.mp hH.eigenvectorBasis.orthonormal (σ i) (σ j)
    simpa [PiLp.inner_apply, Matrix.mul_apply, Matrix.one_apply, mul_comm] using h
  · ext i j
    have h := congrFun (hH.mulVec_eigenvectorBasis (σ j)) i
    rw [Matrix.mul_diagonal]
    simpa [Matrix.mulVec, dotProduct, Matrix.mul_apply, mul_comm] using h

/-- If no expectation value of `A` exceeds that of `C`, then each ordered level of `A` lies at
or below the corresponding level of `C`. -/
theorem levels_mono {m : ℕ} {A C : Matrix (Fin m) (Fin m) ℂ} {a c : Fin m → ℝ}
    (hA : IsLevels A a) (hC : IsLevels C c)
    (h : ∀ x, (star x ⬝ᵥ A *ᵥ x).re ≤ (star x ⬝ᵥ C *ᵥ x).re) (j : Fin m) : a j ≤ c j := by
  obtain ⟨ha, U, hU, hAU⟩ := hA
  obtain ⟨hc, W, hW, hCW⟩ := hC
  -- a trial vector without low components in `A` and without high components in `C`
  let M : Matrix (Fin m) (Fin m) ℂ :=
    of fun i l => if i < j then Uᴴ i l else if j < i then Wᴴ i l else 0
  have hdet : M.det = 0 := Matrix.det_eq_zero_of_row_eq_zero j fun l => by simp [M]
  obtain ⟨x, hx, hMx⟩ := Matrix.exists_mulVec_eq_zero_iff.mpr hdet
  have hy : ∀ i, i < j → (Uᴴ *ᵥ x) i = 0 := fun i hi => by
    simpa [M, Matrix.mulVec, dotProduct, hi] using congrFun hMx i
  have hz : ∀ i, j < i → (Wᴴ *ᵥ x) i = 0 := fun i hi => by
    simpa [M, Matrix.mulVec, dotProduct, hi, not_lt_of_ge hi.le] using congrFun hMx i
  have hn : ∀ T : Matrix (Fin m) (Fin m) ℂ, Tᴴ * T = 1 →
      ∑ i, Complex.normSq ((Tᴴ *ᵥ x) i) = (star x ⬝ᵥ (1 : Matrix _ _ ℂ) *ᵥ x).re := by
    intro T hT
    rw [energy_expansion (E := fun _ => 1) hT (by simp) x]
    simp only [one_mul]
  have hpos : 0 < (star x ⬝ᵥ (1 : Matrix _ _ ℂ) *ᵥ x).re := by
    obtain ⟨i, hi⟩ := Function.ne_iff.mp hx
    rw [← hn 1 (by simp), conjTranspose_one, Matrix.one_mulVec]
    exact Finset.sum_pos' (fun i _ => Complex.normSq_nonneg _)
      ⟨i, Finset.mem_univ _, Complex.normSq_pos.mpr hi⟩
  refine le_of_mul_le_mul_right ?_ hpos
  calc a j * _ ≤ (star x ⬝ᵥ A *ᵥ x).re := by
        rw [← hn U hU, energy_expansion hU hAU, Finset.mul_sum]
        refine Finset.sum_le_sum fun i _ => ?_
        rcases lt_or_ge i j with hi | hi
        · simp [hy i hi]
        · exact mul_le_mul_of_nonneg_right (ha hi) (Complex.normSq_nonneg _)
    _ ≤ (star x ⬝ᵥ C *ᵥ x).re := h x
    _ ≤ c j * _ := by
        rw [← hn W hW, energy_expansion hW hCW, Finset.mul_sum]
        refine Finset.sum_le_sum fun i _ => ?_
        rcases lt_or_ge j i with hi | hi
        · simp [hz i hi]
        · exact mul_le_mul_of_nonneg_right (hc hi) (Complex.normSq_nonneg _)

/-- The levels add up to the trace. -/
theorem sum_levels {m : ℕ} {H : Matrix (Fin m) (Fin m) ℂ} {E : Fin m → ℝ}
    (hE : IsLevels H E) : ∑ j, E j = H.trace.re := by
  obtain ⟨-, U, hU, hH⟩ := hE
  have h : H = U * diagonal (fun j => (E j : ℂ)) * Uᴴ := by
    rw [← hH, Matrix.mul_assoc, mul_eq_one_comm.mp hU, Matrix.mul_one]
  rw [h, Matrix.trace_mul_comm, ← Matrix.mul_assoc, hU, Matrix.one_mul]
  simp [Matrix.trace]

/-- If positive semidefinite `P` and `Q` bring a Hermitian `A` and `B` to the same matrix, the
ordered levels of `A` and `B` differ in total by at most `tr P + tr Q`. -/
theorem sum_level_shift_le {m : ℕ} {A B P Q : Matrix (Fin m) (Fin m) ℂ} {a b : Fin m → ℝ}
    (ha : IsLevels A a) (hb : IsLevels B b) (hA : A.IsHermitian) (hP : P.PosSemidef)
    (hQ : Q.PosSemidef) (h : A + P = B + Q) :
    ∑ j, |a j - b j| ≤ P.trace.re + Q.trace.re := by
  have up : ∀ {X R : Matrix (Fin m) (Fin m) ℂ}, R.PosSemidef → ∀ x,
      (star x ⬝ᵥ X *ᵥ x).re ≤ (star x ⬝ᵥ (X + R) *ᵥ x).re := by
    intro X R hR x
    have h0 := (Complex.le_def.mp (hR.dotProduct_mulVec_nonneg x)).1
    rw [Complex.zero_re] at h0
    rw [Matrix.add_mulVec, dotProduct_add, Complex.add_re]
    linarith
  -- both lists lie at or below the levels `c` of the common matrix
  obtain ⟨c, hc⟩ := exists_levels (hA.add hP.isHermitian)
  have h1 := levels_mono ha hc (up hP)
  have tc := sum_levels hc
  have tc' := sum_levels hc
  rw [h] at hc tc'
  have h2 := levels_mono hb hc (up hQ)
  rw [Matrix.trace_add, Complex.add_re] at tc tc'
  calc ∑ j, |a j - b j| ≤ ∑ j, ((c j - a j) + (c j - b j)) :=
        Finset.sum_le_sum fun j _ =>
          abs_le.mpr ⟨by linarith [h1 j, h2 j], by linarith [h1 j, h2 j]⟩
    _ = P.trace.re + Q.trace.re := by
        simp only [Finset.sum_add_distrib, Finset.sum_sub_distrib]
        linarith [sum_levels ha, sum_levels hb]

/-- The amplitude at site `i` of the state localised on site `a`. -/
def site {n : ℕ} (a i : Fin (n + 1)) : ℝ := if i = a then 1 else 0

/-- The combination `last + s * first` of the two end sites, scaled by `√t` for `t ≥ 0`. -/
def endMode (n : ℕ) (t s : ℝ) : Matrix (Fin 1) (Fin (n + 1)) ℂ :=
  of fun _ i => ((√t * (site (Fin.last n) i + s * site 0 i) : ℝ) : ℂ)

/-- **Total bandwidth bound.** For hopping `t ≥ 0` and any real site energies, the distances
between the ordered levels at `k = 0` and `k = π` add up to at most `4t`. -/
theorem total_bandwidth_le {n : ℕ} (V : Fin (n + 1) → ℝ) {t : ℝ} (ht : 0 ≤ t)
    {E F : Fin (n + 1) → ℝ} (hE : IsLevels (cell V t 0) E)
    (hF : IsLevels (cell V t Real.pi) F) : ∑ j, |E j - F j| ≤ 4 * t := by
  have hherm : (cell V t 0).IsHermitian := by
    have hd : (diagonal fun j => (V j : ℂ))ᴴ = diagonal fun j => (V j : ℂ) := by
      rw [diagonal_conjTranspose]
      congr 1
      funext j
      simp
    rw [Matrix.IsHermitian, cell, conjTranspose_add, hd, conjTranspose_smul,
      conjTranspose_add, conjTranspose_conjTranspose, add_comm (hop n 0)ᴴ]
    simp
  have hg : ∀ s i j, ((endMode n t s)ᴴ * endMode n t s) i j =
      ((t * (site (Fin.last n) i + s * site 0 i) *
        (site (Fin.last n) j + s * site 0 j) : ℝ) : ℂ) := by
    intro s i j
    simp only [Matrix.mul_apply, Finset.univ_unique, Finset.sum_singleton, endMode,
      conjTranspose_apply, of_apply, Complex.star_def, Complex.conj_ofReal]
    rw [← Complex.ofReal_mul]
    congr 1
    linear_combination (site (Fin.last n) i + s * site 0 i) *
      (site (Fin.last n) j + s * site 0 j) * Real.mul_self_sqrt ht
  -- only the closing bond distinguishes `k = 0` from `k = π`
  have hd : ∀ i j, hop n 0 i j - hop n Real.pi i j =
      2 * (site (Fin.last n) i : ℂ) * (site 0 j : ℂ) := by
    intro i j
    by_cases hi : i = Fin.last n
    · subst hi
      by_cases hj : j = 0 <;> simp [hop, site, hj, Fin.last_add_one]
      norm_num
    · simp [hop, site, hi]
  have key : cell V t 0 + (endMode n t (-1))ᴴ * endMode n t (-1) =
      cell V t Real.pi + (endMode n t 1)ᴴ * endMode n t 1 := by
    ext i j
    have h2 := congrArg star (hd j i)
    simp only [star_sub, star_mul', Complex.star_def, Complex.conj_ofReal, map_ofNat] at h2
    rw [Matrix.add_apply, Matrix.add_apply, hg, hg]
    simp only [cell, Matrix.add_apply, Matrix.smul_apply, smul_eq_mul, conjTranspose_apply,
      Complex.star_def]
    push_cast
    linear_combination (t : ℂ) * hd i j + (t : ℂ) * h2
  refine (sum_level_shift_le hE hF hherm (posSemidef_conjTranspose_mul_self _)
    (posSemidef_conjTranspose_mul_self _) key).trans_eq ?_
  simp only [Matrix.trace, Matrix.diag_apply, hg, Complex.re_sum, Complex.ofReal_re]
  rw [← Finset.sum_add_distrib]
  calc _ = ∑ i, (2 * t * site (Fin.last n) i + 2 * t * site 0 i) := by
        refine Finset.sum_congr rfl fun i _ => ?_
        unfold site
        split_ifs <;> ring
    _ = 4 * t := by
        simp [site, Finset.sum_add_distrib]
        ring

/-- The uniform chain, described by its one-site cell with hopping `t ≥ 0`, has a distance of
exactly `4t` between its levels at `k = 0` and `k = π`. -/
theorem uniform_chain_bandwidth (V : Fin (0 + 1) → ℝ) {t : ℝ} (ht : 0 ≤ t)
    {E F : Fin (0 + 1) → ℝ} (hE : IsLevels (cell V t 0) E)
    (hF : IsLevels (cell V t Real.pi) F) : ∑ j, |E j - F j| = 4 * t := by
  have hd : ∀ k : ℝ, (cell V t k).trace.re = V 0 + 2 * t * Real.cos k := by
    intro k
    have hh : hop 0 k 0 0 = Complex.exp (k * Complex.I) := by simp [hop]
    have htr : (cell V t k).trace = cell V t k 0 0 := Matrix.trace_fin_one (cell V t k)
    rw [htr, cell, Matrix.add_apply, Matrix.smul_apply, Matrix.add_apply,
      conjTranspose_apply, hh, diagonal_apply_eq]
    simp only [smul_eq_mul, Complex.add_re, Complex.re_ofReal_mul, Complex.ofReal_re,
      Complex.star_def, Complex.conj_re, Complex.exp_ofReal_mul_I_re]
    ring
  refine le_antisymm (total_bandwidth_le V ht hE hF) ?_
  calc 4 * t = ∑ j, (E j - F j) := by
        rw [Finset.sum_sub_distrib, sum_levels hE, sum_levels hF, hd, hd, Real.cos_zero,
          Real.cos_pi]
        ring
    _ ≤ ∑ j, |E j - F j| := Finset.sum_le_sum fun j _ => le_abs_self _

end

end PeriodicChainBandwidth
```

```lean
#print axioms PeriodicChainBandwidth.uniform_chain_bandwidth
-- 'PeriodicChainBandwidth.uniform_chain_bandwidth' depends on axioms: [propext, Classical.choice, Quot.sound]
```

## From eigenvector expansions to the trace bound

`energy_expansion` writes an expectation value as a weighted sum of eigenvalues. `exists_levels` sorts the eigenvalues of a Hermitian matrix and arranges its eigenvectors to match. `levels_mono` is the comparison E_j ≤ c_j: its final `calc` chain contains the three inequalities for the trial vector. `sum_levels` equates the sum of the levels with the trace.

`sum_level_shift_le` combines these for any Hermitian A and any B with A + P = B + Q, where P and Q are positive semidefinite. It takes the levels `c` of A + P, then rewrites with the matrix equality so that the same list serves for B + Q. The absolute values are bounded term by term and the traces finish the sum.

In `total_bandwidth_le`, `hd` computes the change on the closing bond, and `key` verifies H(0) + P = H(π) + Q entry by entry. The row `endMode n t s` contains the unnormalised end mode multiplied by √t, with s = −1 for P and s = 1 for Q. Writing P and Q as a conjugate transpose times the matrix itself makes them positive semidefinite at once. The last calculation adds their diagonals and includes the case where the end sites coincide.

`uniform_chain_bandwidth` gets the upper bound from the main theorem. The lower bound follows because a sum of absolute values is at least the sum of the differences, here a difference of traces equal to 4t.

## A trial vector from a matrix with a zero row

The dimension count in `levels_mono` is done with a determinant. The square matrix `M` has the rows of U† above row j and the rows of W† below it, where the columns of U and W are the eigenvectors of the two matrices being compared. Row j is zero.

`Matrix.det_eq_zero_of_row_eq_zero` therefore gives det M = 0, and `Matrix.exists_mulVec_eq_zero_iff` turns this into a nonzero x with M x = 0. Reading that equation row by row yields exactly the required orthogonality conditions. No subspaces or dimensions of intersections have to be introduced, and the lowest and highest levels need no separate treatment.

## What is guaranteed about levels, and the step to band widths

`total_bandwidth_le` takes a real function `V` on `Fin (n + 1)`, a real `t` with `0 ≤ t`, and two lists `E` and `F`. The hypothesis `IsLevels (cell V t 0) E` says that `E` is increasing and that the columns of some unitary matrix are eigenvectors with these eigenvalues. `hF` says the same of `F` at `Real.pi`. Degenerate levels are allowed, and any correctly sorted eigenvalue list qualifies. The sign condition on `t` matters because the right-hand side would be negative for t < 0; for real hopping of either sign, the corresponding bound is 4|t|.

The conclusion concerns two values of k. Calling |E_j − F_j| the width of band j also requires the band edges to lie at k = 0 and k = π. For t > 0 this follows from the characteristic equation, in which k enters only through the term 2tᑫ cos k. An energy thus fixes cos k, so a continuous band cannot take the same value twice between 0 and π and must be monotone there. This argument supplements the Lean theorems, which compare the two endpoint spectra only.

The equality in `uniform_chain_bandwidth` is stated for the one-site cell, the smallest description of the uniform chain. The model has one orbital per site, equal hopping on every bond and no interactions. Unequal bonds, longer-range hopping and higher dimensions are not covered by `total_bandwidth_le`. The theorems concern exact eigenvalues, so a numerical comparison needs a tolerance suited to the eigensolver.
